# Orbital and flavour generators of fermions commute, and their Casimirs sum to $(M+n)N$

For fermions in $M$ orthonormal orbitals with $n$ flavours, let $c_{ps}$ create and $a_{ps}$ annihilate a particle in orbital $p$ with flavour $s$. The operators

$$E_{pq}=\sum_s c_{ps}a_{qs},\qquad F_{st}=\sum_p c_{ps}a_{pt}$$

satisfy, for finite $M$ and $n$,

$$[E_{pq},F_{st}]=0,\qquad \sum_{pq}E_{pq}E_{qp}+\sum_{st}F_{st}F_{ts}=(M+n)N,$$

where $N=\sum_{ps}c_{ps}a_{ps}$ is the particle number.

## Moving orbitals, rotating flavours

$E_{pq}$ moves a particle from orbital $q$ to orbital $p$ and keeps its flavour; $F_{st}$ changes flavour $t$ into $s$ and keeps the orbital. For electrons the flavour is the spin projection, and in a finite orbital basis a spin-free Hamiltonian is a polynomial in the $E_{pq}$, so it commutes with the spin operators built from the $F_{st}$.

In representation theory, skew Howe duality is the multiplicity-free decomposition of the fermionic Fock space into paired irreducible representations of $GL(M)$ and $GL(n)$. The two relations above are operator identities belonging to that setting; they do not establish the decomposition.

## Commuting two hops

The only input is the set of canonical anticommutation relations,

$$\{c_{ps},c_{qt}\}=0,\quad \{a_{ps},a_{qt}\}=0,\quad \{a_{ps},c_{qt}\}=\delta_{pq}\delta_{st}.$$

They encode fermionic antisymmetry: over $\mathbb C$, equal labels in the first relation give $c_{ps}^2=0$, the Pauli principle. Expanding the anticommutators confirms that

$$\begin{aligned}
[c_{ps}a_{qt},c_{ru}a_{vw}]={}&c_{ps}\{a_{qt},c_{ru}\}a_{vw}-c_{ru}\{a_{vw},c_{ps}\}a_{qt}\\
&-\{c_{ps},c_{ru}\}a_{qt}a_{vw}+c_{ru}c_{ps}\{a_{qt},a_{vw}\}\\
={}&\delta_{qr}\delta_{tu}\,c_{ps}a_{vw}-\delta_{vp}\delta_{ws}\,c_{ru}a_{qt}.
\end{aligned}$$

Therefore

$$[E_{pq},F_{st}]=\sum_{u,r}[c_{pu}a_{qu},c_{rs}a_{rt}]=c_{ps}a_{qt}-c_{ps}a_{qt}=0.$$

## One exchange operator, two signs

Let $X=\sum_{pqst}c_{ps}c_{qt}a_{qs}a_{pt}$, the sum over ordered pairs of particles of the operator that exchanges their flavours. Normal ordering the orbital Casimir gives

$$\sum_{pq}E_{pq}E_{qp}=\sum_{pqst}c_{ps}(\delta_{st}-c_{qt}a_{qs})a_{pt}=MN-X,$$

because the free sum over $q$ contributes $M$. For the flavour Casimir,

$$\begin{aligned}
\sum_{st}F_{st}F_{ts}&=\sum_{pqst}c_{ps}(\delta_{pq}-c_{qt}a_{pt})a_{qs}\\
&=nN-\sum_{pqst}c_{ps}c_{qt}a_{pt}a_{qs}=nN+X.
\end{aligned}$$

The last step swaps the two annihilators and changes the sign. Adding the two results cancels $X$.

## Total spin from the orbital Casimir

For two flavours, $0$ (up) and $1$ (down), and with $\hbar=1$, we have $N=F_{00}+F_{11}$, $S_z=\tfrac12(F_{00}-F_{11})$, $S_+=F_{01}$ and $S_-=F_{10}$. Then

$$F_{00}^2+F_{11}^2=\tfrac12N^2+2S_z^2,\qquad S_+S_-+S_-S_+=2(S^2-S_z^2).$$

The flavour Casimir is thus $\tfrac12N^2+2S^2$, and

$$\sum_{pq}E_{pq}E_{qp}=(M+2)N-\tfrac12N^2-2S^2.$$

If $N\psi=k\psi$ and $S^2\psi=\sigma(\sigma+1)\psi$, the left side acts on $\psi$ as

$$k\left(M+2-\tfrac{k}{2}\right)-2\sigma(\sigma+1).$$

At fixed electron number in a finite orbital basis, this value determines $\sigma(\sigma+1)$.

## The relations as Lean statements

The types `P` and `S` label orbitals and flavours, and `A` is the ring containing the operators. `IsCAR c a` is the hypothesis that the three anticommutation relations hold. It does not require $c_{ps}$ to be the adjoint of $a_{ps}$, and no inner product appears. The definitions `orbitalGen`, `flavourGen`, `number` and `exchange` are $E$, $F$, $N$ and $X$; `Fintype.card P` and `Fintype.card S` are $M$ and $n$.

`skew_howe_duality` states both relations for any such ring; despite its name, it does not contain the decomposition of Fock space. The spin formulas use `Fin 2` for the flavours and a complex algebra. In `orbital_casimir_on_spin_state` the operators act on a complex vector space `V`, and the two eigenvalue equations are assumptions on `ψ`; `k` and `σ` may be any complex numbers, and `ψ` need not be normalised.

The theorem `isCAR_witness` supplies a concrete model: exterior multiplication and contraction on the exterior algebra over the modes.

An alternative model would fix this Fock space from the start. The anticommutation relations would then be theorems about it, and its decomposition into representations could be formulated, but the identities would be stated for that space only. The ring version applies to every representation of the relations.

```lean
import Mathlib

open Finset

namespace SkewHoweDuality

noncomputable section

variable {P S A : Type*} [DecidableEq P] [DecidableEq S] [Ring A]

/-- Canonical anticommutation relations for creators `c p s` and annihilators `a p s`
labelled by an orbital `p` and a flavour `s`. -/
structure IsCAR (c a : P → S → A) : Prop where
  cc : ∀ p s q t, c p s * c q t + c q t * c p s = 0
  aa : ∀ p s q t, a p s * a q t + a q t * a p s = 0
  ac : ∀ p s q t, a p s * c q t + c q t * a p s = if p = q ∧ s = t then 1 else 0

/-- The commutator of two one-particle hopping operators is a difference of
hopping operators weighted by Kronecker deltas. -/
theorem hopping_commutator {c a : P → S → A} (h : IsCAR c a) (p q r v : P) (s t u w : S) :
    c p s * a q t * (c r u * a v w) - c r u * a v w * (c p s * a q t)
      = (if q = r ∧ t = u then c p s * a v w else 0)
        - (if v = p ∧ w = s then c r u * a q t else 0) := by
  -- collect the four anticommutators
  calc _ = c p s * (a q t * c r u + c r u * a q t) * a v w
        - c r u * (a v w * c p s + c p s * a v w) * a q t
        - (c p s * c r u + c r u * c p s) * (a q t * a v w)
        + c r u * c p s * (a q t * a v w + a v w * a q t) := by noncomm_ring
    _ = _ := by
        rw [h.ac q t r u, h.ac v w p s, h.cc p s r u, h.aa q t v w]
        split_ifs <;> simp

/-- The exterior algebra on the functions `P × S → ℂ`, which for finitely many modes is the
fermionic Fock space, written as the Clifford algebra of the zero quadratic form. -/
abbrev Fock (P S : Type*) := CliffordAlgebra (0 : QuadraticForm ℂ (P × S → ℂ))

/-- Creation on Fock space: exterior multiplication by the mode `(p, s)`. -/
def fockCreate (p : P) (s : S) : Module.End ℂ (Fock P S) :=
  LinearMap.mulLeft ℂ (CliffordAlgebra.ι (0 : QuadraticForm ℂ (P × S → ℂ)) (Pi.single (p, s) 1))

/-- Annihilation on Fock space: contraction with the coordinate of the mode `(p, s)`. -/
def fockAnnihilate (p : P) (s : S) : Module.End ℂ (Fock P S) :=
  CliffordAlgebra.contractLeft (LinearMap.proj (p, s))

/-- Exterior multiplication and contraction on `Fock P S` satisfy the canonical anticommutation
relations, for any sets of orbitals and flavours. -/
theorem isCAR_witness :
    IsCAR (fockCreate : P → S → Module.End ℂ (Fock P S)) fockAnnihilate where
  cc p s q t := by
    refine LinearMap.ext fun x => ?_
    change CliffordAlgebra.ι (0 : QuadraticForm ℂ (P × S → ℂ)) (Pi.single (p, s) 1)
        * (CliffordAlgebra.ι _ (Pi.single (q, t) 1) * x)
      + CliffordAlgebra.ι _ (Pi.single (q, t) 1)
        * (CliffordAlgebra.ι _ (Pi.single (p, s) 1) * x) = 0
    rw [← mul_assoc, ← mul_assoc, ← add_mul, CliffordAlgebra.ι_mul_ι_add_swap]
    simp [QuadraticMap.polar]
  aa p s q t := by
    refine LinearMap.ext fun x => ?_
    change CliffordAlgebra.contractLeft (LinearMap.proj (p, s))
        (CliffordAlgebra.contractLeft (LinearMap.proj (q, t)) x)
      + CliffordAlgebra.contractLeft (LinearMap.proj (q, t))
        (CliffordAlgebra.contractLeft (LinearMap.proj (p, s)) x) = 0
    rw [CliffordAlgebra.contractLeft_comm, neg_add_cancel]
  ac p s q t := by
    refine LinearMap.ext fun x => ?_
    change CliffordAlgebra.contractLeft (LinearMap.proj (p, s))
        (CliffordAlgebra.ι _ (Pi.single (q, t) 1) * x)
      + CliffordAlgebra.ι _ (Pi.single (q, t) 1)
        * CliffordAlgebra.contractLeft (LinearMap.proj (p, s)) x = _
    rw [CliffordAlgebra.contractLeft_ι_mul, sub_add_cancel]
    by_cases h : p = q ∧ s = t
    · obtain ⟨rfl, rfl⟩ := h
      simp
    · have hne : (p, s) ≠ (q, t) := fun e => h ⟨congrArg Prod.fst e, congrArg Prod.snd e⟩
      rw [if_neg h]
      simp [Pi.single_eq_of_ne hne]

variable [Fintype P] [Fintype S]

/-- Orbital generator `E_pq = ∑ s, c_ps a_qs`. -/
def orbitalGen (c a : P → S → A) (p q : P) : A := ∑ s, c p s * a q s

/-- Flavour generator `F_st = ∑ p, c_ps a_pt`. -/
def flavourGen (c a : P → S → A) (s t : S) : A := ∑ p, c p s * a p t

/-- Total particle number `N`. -/
def number (c a : P → S → A) : A := ∑ p, ∑ s, c p s * a p s

/-- The sum over ordered pairs of particles of the operator exchanging their flavours, in
normal-ordered form. -/
def exchange (c a : P → S → A) : A :=
  ∑ p, ∑ q, ∑ s, ∑ t, c p s * c q t * a q s * a p t

/-- Every orbital generator commutes with every flavour generator. -/
theorem orbital_commute_flavour {c a : P → S → A} (h : IsCAR c a) (p q : P) (s t : S) :
    Commute (orbitalGen c a p q) (flavourGen c a s t) := by
  have key : orbitalGen c a p q * flavourGen c a s t - flavourGen c a s t * orbitalGen c a p q
      = ∑ u, ∑ r, (c p u * a q u * (c r s * a r t) - c r s * a r t * (c p u * a q u)) := by
    simp only [orbitalGen, flavourGen, sum_mul_sum, sum_sub_distrib]
    congr 1
    exact sum_comm
  -- both delta terms reduce to `c p s * a q t`
  refine sub_eq_zero.mp (key.trans ?_)
  simp only [hopping_commutator h, sum_sub_distrib, ite_and, sum_ite_eq, sum_ite_eq',
    mem_univ, if_true, sub_self]

/-- The orbital Casimir operator is `M N` minus the exchange operator. -/
theorem orbital_casimir {c a : P → S → A} (h : IsCAR c a) :
    ∑ p, ∑ q, orbitalGen c a p q * orbitalGen c a q p
      = (Fintype.card P : A) * number c a - exchange c a := by
  have key : ∀ p q s t, c p s * a q s * (c q t * a p t)
      = (if s = t then c p s * a p t else 0) - c p s * c q t * a q s * a p t := by
    intro p q s t
    calc _ = c p s * (a q s * c q t + c q t * a q s) * a p t
          - c p s * c q t * a q s * a p t := by noncomm_ring
      _ = _ := by
          rw [h.ac q s q t]
          by_cases hst : s = t <;> simp [hst]
  simp only [orbitalGen, sum_mul_sum, key, sum_sub_distrib, sum_ite_eq, mem_univ, if_true]
  simp only [number, exchange, sum_const, card_univ, nsmul_eq_mul, mul_sum]

/-- The flavour Casimir operator is `n N` plus the same exchange operator. -/
theorem flavour_casimir {c a : P → S → A} (h : IsCAR c a) :
    ∑ s, ∑ t, flavourGen c a s t * flavourGen c a t s
      = (Fintype.card S : A) * number c a + exchange c a := by
  -- exchanging the two annihilators produces the opposite sign
  have key : ∀ p q s t, c p s * a p t * (c q t * a q s)
      = (if p = q then c p s * a q s else 0) + c p s * c q t * a q s * a p t := by
    intro p q s t
    calc _ = c p s * (a p t * c q t + c q t * a p t) * a q s
          - c p s * c q t * (a p t * a q s + a q s * a p t)
          + c p s * c q t * a q s * a p t := by noncomm_ring
      _ = _ := by
          rw [h.ac p t q t, h.aa p t q s]
          by_cases hpq : p = q <;> simp [hpq]
  have swap : ∀ f : P → P → S → S → A,
      ∑ s, ∑ t, ∑ p, ∑ q, f p q s t = ∑ p, ∑ q, ∑ s, ∑ t, f p q s t := by
    intro f
    have := sum_comm (s := (univ : Finset (S × S))) (t := (univ : Finset (P × P)))
      (f := fun x y => f y.1 y.2 x.1 x.2)
    simpa only [Fintype.sum_prod_type] using this
  simp only [flavourGen, sum_mul_sum, key, sum_add_distrib, sum_ite_eq, mem_univ, if_true]
  congr 1
  · simp only [number, sum_const, card_univ, nsmul_eq_mul, mul_sum]
    exact sum_comm
  · exact swap (fun p q s t => c p s * c q t * a q s * a p t)

/-- Orbital and flavour generators commute, and their quadratic Casimir operators add up to `(M + n)
N`. -/
theorem skew_howe_duality {c a : P → S → A} (h : IsCAR c a) :
    (∀ p q s t, Commute (orbitalGen c a p q) (flavourGen c a s t)) ∧
    ∑ p, ∑ q, orbitalGen c a p q * orbitalGen c a q p
      + ∑ s, ∑ t, flavourGen c a s t * flavourGen c a t s
      = ((Fintype.card P : A) + (Fintype.card S : A)) * number c a := by
  refine ⟨orbital_commute_flavour h, ?_⟩
  rw [orbital_casimir h, flavour_casimir h, add_mul]
  abel

/-- Spin projection `S_z` for two flavours, up (`0`) and down (`1`). -/
def spinZ [Algebra ℂ A] (c a : P → Fin 2 → A) : A :=
  (1 / 2 : ℂ) • (flavourGen c a 0 0 - flavourGen c a 1 1)

/-- Total spin squared, `S² = (S₊S₋ + S₋S₊)/2 + S_z²`. -/
def spinSq [Algebra ℂ A] (c a : P → Fin 2 → A) : A :=
  (1 / 2 : ℂ) • (flavourGen c a 0 1 * flavourGen c a 1 0
    + flavourGen c a 1 0 * flavourGen c a 0 1) + spinZ c a * spinZ c a

/-- For spin-one-half fermions the orbital Casimir operator is
`(M + 2) N - N²/2 - 2 S²`. -/
theorem orbital_casimir_spin [Algebra ℂ A] {c a : P → Fin 2 → A} (h : IsCAR c a) :
    ∑ p, ∑ q, orbitalGen c a p q * orbitalGen c a q p
      = ((Fintype.card P : ℂ) + 2) • number c a
        - (1 / 2 : ℂ) • (number c a * number c a) - (2 : ℂ) • spinSq c a := by
  have hN : number c a = flavourGen c a 0 0 + flavourGen c a 1 1 := by
    simp only [number, flavourGen, Fin.sum_univ_two, sum_add_distrib]
  -- the flavour Casimir operator in terms of particle number and spin
  have hF : ∑ s, ∑ t, flavourGen c a s t * flavourGen c a t s
      = (1 / 2 : ℂ) • (number c a * number c a) + (2 : ℂ) • spinSq c a := by
    simp only [Fin.sum_univ_two, spinSq, spinZ, hN, smul_mul_assoc, mul_smul_comm,
      mul_add, add_mul, mul_sub, sub_mul]
    module
  have hM : ((Fintype.card P : A) + (Fintype.card (Fin 2) : A)) * number c a
      = ((Fintype.card P : ℂ) + 2) • number c a := by
    have h2 : (2 : ℂ) = ((2 : ℕ) : ℂ) := by norm_num
    rw [Algebra.smul_def, map_add, h2, map_natCast (algebraMap ℂ A) (Fintype.card P),
      map_natCast (algebraMap ℂ A) 2, Fintype.card_fin]
  have h1 := (skew_howe_duality h).2
  rw [hF, hM] at h1
  rw [eq_sub_of_add_eq h1, sub_sub]

/-- If `N ψ = k ψ` and `S² ψ = σ (σ + 1) ψ`, then on `ψ` the orbital Casimir operator acts as the
number `k (M + 2 - k/2) - 2 σ (σ + 1)`. -/
theorem orbital_casimir_on_spin_state {V : Type*} [AddCommGroup V] [Module ℂ V]
    {c a : P → Fin 2 → Module.End ℂ V} (h : IsCAR c a) (ψ : V) (k σ : ℂ)
    (hN : number c a ψ = k • ψ) (hS : spinSq c a ψ = (σ * (σ + 1)) • ψ) :
    (∑ p, ∑ q, orbitalGen c a p q * orbitalGen c a q p) ψ
      = (k * ((Fintype.card P : ℂ) + 2 - k / 2) - 2 * (σ * (σ + 1))) • ψ := by
  rw [orbital_casimir_spin h]
  simp only [LinearMap.sub_apply, LinearMap.smul_apply, Module.End.mul_apply, hN, hS, map_smul]
  module

end

end SkewHoweDuality
```

```lean
#print axioms SkewHoweDuality.orbital_commute_flavour
#print axioms SkewHoweDuality.orbital_casimir_on_spin_state
```

```
'SkewHoweDuality.orbital_commute_flavour' depends on axioms: [propext, Classical.choice, Quot.sound]
'SkewHoweDuality.orbital_casimir_on_spin_state' depends on axioms: [propext, Classical.choice, Quot.sound]
```

## How the proof follows the algebra

`hopping_commutator` contains the expansion into four anticommutators. `noncomm_ring` checks it without commuting any factors, the fields of `IsCAR` then replace the anticommutators, and `split_ifs` treats the cases of the Kronecker deltas. `orbital_commute_flavour` writes $[E_{pq},F_{st}]$ as a double sum of such commutators and lets the deltas collapse it.

In `orbital_casimir` and `flavour_casimir`, the local statement `key` normal-orders a single summand. The flavour version also uses `h.aa`, the source of the opposite sign in front of $X$, and `swap` reorders the four sums so that both lemmas refer to the same `exchange`. In `skew_howe_duality`, adding them leaves a cancellation for `abel`.

`orbital_casimir_spin` proves $N=F_{00}+F_{11}$ as `hN` and the spin form of the flavour Casimir as `hF`, then solves the relation for the sum of the Casimirs for the orbital one. The final theorem applies that operator equation to `ψ`; linearity turns $N^2\psi$ into $k^2\psi$, and `module` collects the scalars.

For the witness, `cc` follows from the antisymmetry of exterior multiplication and `aa` from that of contractions. For `ac`, contracting $e_{qt}\wedge x$ with the coordinate $(p,s)$ gives $\delta_{pq}\delta_{st}\,x$ minus $e_{qt}\wedge{}$(the contraction of $x$), where $e_{qt}$ is the unit vector of mode $(q,t)$. Adding the product in the other order leaves the delta term.
